# The product weight ∏ cᵢ^nᵢ/nᵢ! of a finite mass-action network is stationary exactly when c is complex balanced

To start a stochastic simulation of a closed reaction mixture in a stationary state, one draws the initial copy numbers from a stationary distribution. In general, finding one means solving a linear system with one unknown per reachable state. For a finite mass-action network with a positive complex-balanced concentration vector and finitely many reachable states, the weights can instead be written down from the concentrations.

The physical problem is this: molecules react at random, each reaction at a rate set by the number of ways to pick its reactants. Which probabilities of the copy numbers stay constant in time?

## Network, master equation and weight

In Lean 4 with Mathlib:

```lean
import Mathlib

open Finset

namespace ComplexBalancedMasterEquation

noncomputable section
```

The finite types `S` and `R` label species and reactions. Reaction $r$ consumes $y_{ri}$ and produces $y'_{ri}$ molecules of species $i$, with rate constant $k_r$. The vectors $y_r$ and $y'_r$ are its reactant and product complexes.

```lean
/-- A reaction network: each reaction `r` turns the complex `reactant r` into the complex
`product r` with rate constant `rate r`. -/
structure Network (S R : Type*) where
  reactant : R → S → ℕ
  product : R → S → ℕ
  rate : R → ℝ
```

A state $n$ is a vector of integers, with negative entries allowed for convenience. Write $(m)_y=m(m-1)\cdots(m-y+1)$.

```lean
variable {S R : Type*} [Fintype S] [Fintype R]

/-- The falling factorial `m (m - 1) ⋯ (m - y + 1)` of a copy number. -/
def falling (m : ℤ) (y : ℕ) : ℝ := ∏ j ∈ range y, ((m : ℝ) - j)
```

The propensity is $a_r(n)=k_r\prod_i (n_i)_{y_{ri}}$. In this convention $2A\to\dots$ has propensity $k\,n_A(n_A-1)$, without the factor $1/2$ that some texts include.

```lean
/-- The stochastic mass-action propensity of reaction `r` in the state `n`. -/
def Network.propensity (N : Network S R) (r : R) (n : S → ℤ) : ℝ :=
  N.rate r * ∏ i, falling (n i) (N.reactant r i)
```

The deterministic flux is $J_r=k_r\prod_i c_i^{y_{ri}}$. Here $c_i$ is measured in molecules per reaction volume, so it is comparable with a copy number.

```lean
/-- The deterministic mass-action flux of reaction `r` at concentrations `c`. -/
def Network.flux (N : Network S R) (c : S → ℝ) (r : R) : ℝ :=
  N.rate r * ∏ i, c i ^ N.reactant r i
```

Reaction $r$ reaches $n$ from the state $n-y'_r+y_r$.

```lean
/-- The state from which reaction `r` leads to the state `n`. -/
def Network.before (N : Network S R) (r : R) (n : S → ℤ) : S → ℤ :=
  fun i => n i - (N.product r i : ℤ) + (N.reactant r i : ℤ)
```

For a weight $P$ on states, the right-hand side of the master equation is
$$(MP)(n)=\sum_r\big[a_r(n-y'_r+y_r)\,P(n-y'_r+y_r)-a_r(n)\,P(n)\big].$$

```lean
/-- The right-hand side of the chemical master equation for the weight `P` at the state `n`:
gain minus loss, summed over all reactions. -/
def Network.masterRHS (N : Network S R) (P : (S → ℤ) → ℝ) (n : S → ℤ) : ℝ :=
  ∑ r, (N.propensity r (N.before r n) * P (N.before r n) - N.propensity r n * P n)
```

Complex balance means that each complex, such as $A+B$ taken as a unit, is formed as fast as it is consumed:
$$\sum_{r:\,y'_r=\eta}J_r=\sum_{r:\,y_r=\eta}J_r\quad\text{for every }\eta.$$
It is a condition on $c$; whether a given network has such a $c$ must be settled separately.

```lean
/-- Complex balance: for every complex `η`, the total flux of the reactions that produce `η`
equals the total flux of the reactions that consume it. -/
def Network.ComplexBalanced (N : Network S R) (c : S → ℝ) : Prop :=
  ∀ η : S → ℕ, (∑ r, if N.product r = η then N.flux c r else 0) =
    ∑ r, if N.reactant r = η then N.flux c r else 0
```

The one-species weight is $w_c(m)=c^m/m!$ for $m\ge0$ and zero for $m<0$.

```lean
/-- The weight `c ^ m / m!` of the copy number `m` of one species, zero for negative `m`. -/
def speciesWeight (c : ℝ) (m : ℤ) : ℝ :=
  if 0 ≤ m then c ^ m.toNat / (m.toNat.factorial : ℝ) else 0
```

The full weight is $W(n)=\prod_i w_{c_i}(n_i)$. It is unnormalised. For positive $c$ its sum over all states is $e^{\sum_i c_i}$, and division by this gives independent Poisson distributions with means $c_i$.

```lean
/-- The product over all species of the weights `c i ^ n i / (n i)!`; it is zero as soon as one
copy number is negative. -/
def productWeight (c : S → ℝ) (n : S → ℤ) : ℝ := ∏ i, speciesWeight (c i) (n i)
```

The rate constants and $c$ may be any real numbers in the theorems; a physical reading needs $k_r\ge0$ and $c_i\ge0$. That a real vessel is stirred well enough to follow this master equation is a physical assumption which no hypothesis supplies.

## (a) Removing one molecule

Show that for every integer $m$
$$m\,w_c(m)=c\,w_c(m-1).$$

**Solution.** For $m<0$ both weights vanish. For $m=0$ the left side is zero and so is $w_c(-1)$. For $m=k+1$ with $k\ge0$,
$$(k+1)\frac{c^{k+1}}{(k+1)!}=c\,\frac{c^k}{k!}.$$
`lt_trichotomy` makes the same three cases.

```lean
/-- Multiplying the weight of `m` molecules by `m` gives `c` times the weight of `m - 1`
molecules. -/
theorem speciesWeight_step (c : ℝ) (m : ℤ) :
    (m : ℝ) * speciesWeight c m = c * speciesWeight c (m - 1) := by
  rcases lt_trichotomy m 0 with h | h | h
  · unfold speciesWeight
    rw [if_neg (show ¬ (0 : ℤ) ≤ m by omega), if_neg (show ¬ (0 : ℤ) ≤ m - 1 by omega)]
    simp
  · subst h
    simp [speciesWeight]
  · obtain ⟨k, rfl⟩ : ∃ k : ℕ, m = (k : ℤ) + 1 := ⟨(m - 1).toNat, by omega⟩
    have h1 : ((k : ℤ) + 1).toNat = k + 1 := by omega
    have h2 : (k : ℤ) + 1 - 1 = k := by ring
    have hk : (k.factorial : ℝ) ≠ 0 := by positivity
    have hk1 : (k : ℝ) + 1 ≠ 0 := by positivity
    rw [h2]
    unfold speciesWeight
    rw [if_pos (show (0 : ℤ) ≤ (k : ℤ) + 1 by omega), if_pos (show (0 : ℤ) ≤ (k : ℤ) by omega),
      h1, Int.toNat_natCast, Nat.factorial_succ]
    push_cast
    rw [mul_div_assoc', mul_div_assoc', div_eq_div_iff (mul_ne_zero hk1 hk) hk]
    ring
```

## (b) Removing several molecules

Show that for every natural number $y$
$$(m)_y\,w_c(m)=c^y\,w_c(m-y).$$

**Solution.** Use induction on $y$; the case $y=0$ is trivial. Since $(m)_{y+1}=(m)_y(m-y)$, the induction hypothesis and then (a) at $m-y$ give
$$(m)_{y+1}w_c(m)=c^y(m-y)\,w_c(m-y)=c^{y+1}w_c(m-y-1).$$
The `linear_combination` line adds these two equations with the factors $m-y$ and $c^y$.

```lean
/-- A falling factorial of order `y` times the weight of `m` molecules is `c ^ y` times the
weight of `m - y` molecules. -/
theorem falling_mul_speciesWeight (c : ℝ) (m : ℤ) (y : ℕ) :
    falling m y * speciesWeight c m = c ^ y * speciesWeight c (m - y) := by
  induction y with
  | zero => simp [falling]
  | succ y ih =>
    have hs := speciesWeight_step c (m - y)
    push_cast at hs
    have e : m - ((y + 1 : ℕ) : ℤ) = m - y - 1 := by push_cast; ring
    have hf : falling m (y + 1) = falling m y * ((m : ℝ) - y) := prod_range_succ _ _
    rw [e, hf, pow_succ]
    linear_combination ((m : ℝ) - y) * ih + c ^ y * hs
```

## (c) From propensity to flux

Show that
$$a_r(n)\,W(n)=J_r\,W(n-y_r).$$

**Solution.** Collect the factors species by species and apply (b) to each:
$$k_r\prod_i (n_i)_{y_{ri}}w_{c_i}(n_i)=k_r\prod_i c_i^{y_{ri}}\,w_{c_i}(n_i-y_{ri}).$$
`prod_mul_distrib` does the collecting.

```lean
omit [Fintype R] in
/-- Propensity times product weight equals the deterministic flux times the weight of the state
from which the reactant molecules have been removed. -/
theorem propensity_mul_productWeight (N : Network S R) (c : S → ℝ) (r : R) (n : S → ℤ) :
    N.propensity r n * productWeight c n =
      N.flux c r * productWeight c (fun i => n i - (N.reactant r i : ℤ)) := by
  unfold Network.propensity Network.flux productWeight
  rw [mul_assoc, ← prod_mul_distrib, mul_assoc, ← prod_mul_distrib]
  congr 1
  exact prod_congr rfl fun i _ => falling_mul_speciesWeight _ _ _
```

## (d) Gain and loss as flux sums

Show that
$$(MW)(n)=\sum_r J_r\,W(n-y'_r)-\sum_r J_r\,W(n-y_r).$$

**Solution.** The loss term is (c) at $n$. The gain term is (c) at $n-y'_r+y_r$; removing the reactants from that state leaves $n-y'_r$, which is the equation `e` in the code.

```lean
/-- For the product weight, gain and loss in the master equation are sums of deterministic
fluxes, weighted by the state without the products and without the reactants respectively. -/
theorem masterRHS_productWeight (N : Network S R) (c : S → ℝ) (n : S → ℤ) :
    N.masterRHS (productWeight c) n =
      ∑ r, N.flux c r * productWeight c (fun i => n i - (N.product r i : ℤ)) -
      ∑ r, N.flux c r * productWeight c (fun i => n i - (N.reactant r i : ℤ)) := by
  unfold Network.masterRHS
  rw [← sum_sub_distrib]
  refine sum_congr rfl fun r _ => ?_
  have e : (fun i => N.before r n i - (N.reactant r i : ℤ)) =
      fun i => n i - (N.product r i : ℤ) := by
    funext i
    simp [Network.before]
  rw [propensity_mul_productWeight, propensity_mul_productWeight, e]
```

## (e) Grouping reactions by complex

Attach a complex $g_r$ and a number $J_r$ to each reaction, and let the finite set $T$ contain all $g_r$. Show that for any function $f$ of complexes
$$\sum_r J_r f(g_r)=\sum_{\eta\in T}\Big(\sum_{r:\,g_r=\eta}J_r\Big)f(\eta).$$

**Solution.** Exchange the sums on the right (`sum_comm`). For fixed $r$ only $\eta=g_r$ contributes (`sum_eq_single`), and it gives $J_r f(g_r)$.

```lean
/-- A sum over reactions can be grouped by the complexes `g r` attached to the reactions, for
any finite set `T` that contains all of them. -/
theorem sum_by_complex (g : R → S → ℕ) (J : R → ℝ) (f : (S → ℕ) → ℝ) (T : Finset (S → ℕ))
    (hT : ∀ r, g r ∈ T) :
    ∑ r, J r * f (g r) = ∑ η ∈ T, (∑ r, if g r = η then J r else 0) * f η := by
  simp_rw [sum_mul]
  rw [sum_comm]
  refine sum_congr rfl fun r _ => ?_
  rw [sum_eq_single (g r)]
  · simp
  · intro η _ h
    simp [h.symm]
  · intro h
    exact absurd (hT r) h
```

## (f) Products and reactants weigh the same

Let $c$ be complex balanced. Show that for any $f$
$$\sum_r J_r f(y'_r)=\sum_r J_r f(y_r).$$

**Solution.** Take for $T$ all reactant and product complexes and apply (e) to both sides. The coefficients of each $f(\eta)$ are the two sides of the balance condition, hence equal.

```lean
/-- At complex balance, any function of complexes has the same flux-weighted sum over the
products as over the reactants. -/
theorem sum_product_eq_sum_reactant {N : Network S R} {c : S → ℝ} (h : N.ComplexBalanced c)
    (f : (S → ℕ) → ℝ) :
    ∑ r, N.flux c r * f (N.product r) = ∑ r, N.flux c r * f (N.reactant r) := by
  rw [sum_by_complex N.product (N.flux c) f (univ.image N.product ∪ univ.image N.reactant)
      (fun r => mem_union_left _ (mem_image_of_mem _ (mem_univ r))),
    sum_by_complex N.reactant (N.flux c) f (univ.image N.product ∪ univ.image N.reactant)
      (fun r => mem_union_right _ (mem_image_of_mem _ (mem_univ r)))]
  exact sum_congr rfl fun η _ => by rw [h η]
```

## (g) A fixed point of the rate equations

Let $c$ be complex balanced. Show that for each species $i$
$$\sum_r J_r\,(y'_{ri}-y_{ri})=0.$$

**Solution.** Put $f(\eta)=\eta_i$ in (f) and subtract.

```lean
/-- Complex-balanced concentrations are a fixed point of the deterministic rate equations. -/
theorem rate_equation_stationary {N : Network S R} {c : S → ℝ} (h : N.ComplexBalanced c)
    (i : S) : ∑ r, N.flux c r * ((N.product r i : ℝ) - N.reactant r i) = 0 := by
  have e := sum_product_eq_sum_reactant h (fun η => (η i : ℝ))
  simp only [mul_sub, sum_sub_distrib]
  exact sub_eq_zero.mpr e
```

## (h) Stationarity is equivalent to complex balance

Show that
$$(MW)(n)=0\ \text{for all }n\in\mathbb Z^S\iff c\text{ is complex balanced}.$$

**Solution.** If $c$ is complex balanced, put $f(\eta)=W(n-\eta)$ in (f). The two sums in (d) are then equal.

Conversely, let $W$ be stationary, and let $D_\xi$ be the total flux into complex $\xi$ minus the total flux out of it. We show $D_\eta=0$ by strong induction on the number of molecules $\sum_i\eta_i$. At the state $n=\eta$, parts (d) and (e) give
$$\sum_{\xi\in T}D_\xi\,W(\eta-\xi)=0,$$
where $T$ contains $\eta$ and all complexes of the network. Consider $\xi\ne\eta$. If $\xi_i\le\eta_i$ for all $i$, then $\xi$ has fewer molecules and $D_\xi=0$ by induction. Otherwise $\eta-\xi$ has a negative entry and its weight is zero. Only $\xi=\eta$ remains, with $W(0)=1$, so $D_\eta=0$.

In the code, `hs` disposes of the other complexes and `hf` is the value $W(0)=1$.

```lean
/-- The product weight with parameters `c` solves the stationary chemical master equation at
every state if and only if `c` is complex balanced. -/
theorem stationary_iff_complexBalanced (N : Network S R) (c : S → ℝ) :
    (∀ n, N.masterRHS (productWeight c) n = 0) ↔ N.ComplexBalanced c := by
  constructor
  · intro hst
    -- induction on the number of molecules in the complex
    have key : ∀ k : ℕ, ∀ η : S → ℕ, ∑ i, η i = k →
        (∑ r, if N.product r = η then N.flux c r else 0) =
          ∑ r, if N.reactant r = η then N.flux c r else 0 := by
      intro k
      induction k using Nat.strong_induction_on with
      | _ k ih =>
        intro η hη
        let f : (S → ℕ) → ℝ := fun ξ => productWeight c (fun i => (η i : ℤ) - (ξ i : ℤ))
        let T : Finset (S → ℕ) := insert η (univ.image N.product ∪ univ.image N.reactant)
        -- the master equation at the state `n = η`
        have h1 : ∑ r, N.flux c r * f (N.product r) -
            ∑ r, N.flux c r * f (N.reactant r) = 0 := by
          have h := hst (fun i => (η i : ℤ))
          rw [masterRHS_productWeight] at h
          exact h
        have hf : f η = 1 := by simp [f, productWeight, speciesWeight]
        -- other complexes are balanced already or do not fit into `η`
        have hs : ∀ ξ ∈ T, ξ ≠ η →
            (∑ r, if N.product r = ξ then N.flux c r else 0) * f ξ -
              (∑ r, if N.reactant r = ξ then N.flux c r else 0) * f ξ = 0 := by
          intro ξ _ hne
          by_cases hle : ∀ i, ξ i ≤ η i
          · have hlt : ∑ i, ξ i < k := by
              rw [← hη]
              obtain ⟨i, hi⟩ := Function.ne_iff.mp hne
              exact sum_lt_sum (fun i _ => hle i) ⟨i, mem_univ i, lt_of_le_of_ne (hle i) hi⟩
            rw [ih _ hlt ξ rfl, sub_self]
          · obtain ⟨i, hi⟩ := not_forall.mp hle
            have hw : speciesWeight (c i) ((η i : ℤ) - (ξ i : ℤ)) = 0 := by
              unfold speciesWeight
              exact if_neg (by omega)
            have h0 : f ξ = 0 := by
              show productWeight c _ = 0
              unfold productWeight
              exact prod_eq_zero (mem_univ i) hw
            rw [h0, mul_zero, mul_zero, sub_zero]
        rw [sum_by_complex N.product (N.flux c) f T (fun r => mem_insert_of_mem
            (mem_union_left _ (mem_image_of_mem _ (mem_univ r)))),
          sum_by_complex N.reactant (N.flux c) f T (fun r => mem_insert_of_mem
            (mem_union_right _ (mem_image_of_mem _ (mem_univ r)))),
          ← sum_sub_distrib,
          sum_eq_single η hs (fun h => absurd (mem_insert_self _ _) h), hf] at h1
        linarith
    exact fun η => key _ η rfl
  · intro h n
    rw [masterRHS_productWeight]
    exact sub_eq_zero.mpr
      (sum_product_eq_sum_reactant h (fun η => productWeight c (fun i => n i - (η i : ℤ))))
```

## (i) Restriction by a conserved quantity

Let $c$ be complex balanced, and let $g$ be a real function of the state with $g(n-y'_r+y_r)=g(n)$ for all $r$ and $n$. Show that
$$\big(M(gW)\big)(n)=0.$$

**Solution.** In every gain term $g$ takes the value $g(n)$, so it factors out: $(M(gW))(n)=g(n)\,(MW)(n)$, which is zero by (h).

If every reaction conserves the total molecule number, $g$ can be the indicator of one fixed total. For positive $c$, dividing by the finite sum of $W$ over those states gives a probability distribution for the closed mixture.

```lean
/-- At complex balance, the product weight times any function `g` of the state that no reaction
changes is again a stationary solution of the chemical master equation. -/
theorem stationary_of_conserved {N : Network S R} {c : S → ℝ} (h : N.ComplexBalanced c)
    (g : (S → ℤ) → ℝ) (hg : ∀ r n, g (N.before r n) = g n) (n : S → ℤ) :
    N.masterRHS (fun m => g m * productWeight c m) n = 0 := by
  have e : N.masterRHS (fun m => g m * productWeight c m) n =
      g n * N.masterRHS (productWeight c) n := by
    unfold Network.masterRHS
    rw [mul_sum]
    refine sum_congr rfl fun r _ => ?_
    simp only [hg r n]
    ring
  rw [e, (stationary_iff_complexBalanced N c).mpr h n, mul_zero]
```

## (j) An irreversible cycle

Consider $2A\to A+B\to2B\to2A$ with unit rate constants. The code numbers the species $A,B$ as 0, 1 and the reactions as 0, 1, 2.

```lean
/-- The irreversible cycle `2A → A + B → 2B → 2A` with unit rate constants. -/
def triangle : Network (Fin 2) (Fin 3) where
  reactant := ![![2, 0], ![1, 1], ![0, 2]]
  product := ![![1, 1], ![0, 2], ![2, 0]]
  rate := fun _ => 1
```

Show that for $c_A=c_B=a$ and every complex $\eta$
$$\sum_{r:\,y'_r=\eta}J_r=\sum_{r:\,y_r=\eta}J_r.$$

**Solution.** The fluxes are $c_A^2$, $c_Ac_B$ and $c_B^2$, all equal to $a^2$. The product of each reaction is the reactant of the next (`e0`, `e1`, `e2`), so both sides contain the same terms in a different order. For $a\neq0$ a steady current runs round the cycle, so complex balance does not require each reaction to be balanced by its reverse. In a closed mixture at thermal equilibrium, detailed balance rules out such a current. The cycle is therefore an idealised model of a driven system, for example one supplied with energy by light, with the drive absorbed into the rate constants.

```lean
/-- The irreversible cycle `2A → A + B → 2B → 2A` with unit rate constants is complex balanced
when both species have the same concentration `a`. -/
theorem complexBalanced_witness (a : ℝ) : triangle.ComplexBalanced (fun _ => a) := by
  intro η
  have hJ : ∀ r, triangle.flux (fun _ => a) r = a ^ 2 := by
    intro r
    fin_cases r <;> simp [Network.flux, triangle, Fin.prod_univ_two]
    ring
  -- the product of each reaction is the reactant of the next
  have e0 : triangle.product 0 = triangle.reactant 1 := rfl
  have e1 : triangle.product 1 = triangle.reactant 2 := rfl
  have e2 : triangle.product 2 = triangle.reactant 0 := rfl
  simp only [hJ, Fin.sum_univ_three]
  rw [e0, e1, e2]
  ring

end

end ComplexBalancedMasterEquation
```

```lean
#print axioms ComplexBalancedMasterEquation.rate_equation_stationary
#print axioms ComplexBalancedMasterEquation.stationary_iff_complexBalanced
#print axioms ComplexBalancedMasterEquation.stationary_of_conserved
```

```
'ComplexBalancedMasterEquation.rate_equation_stationary' depends on axioms: [propext, Classical.choice, Quot.sound]
'ComplexBalancedMasterEquation.stationary_iff_complexBalanced' depends on axioms: [propext, Classical.choice, Quot.sound]
'ComplexBalancedMasterEquation.stationary_of_conserved' depends on axioms: [propext, Classical.choice, Quot.sound]
```

## Two molecules on the cycle

Take $a=1$ and two molecules in total. The states $(n_A,n_B)=(2,0),(1,1),(0,2)$ have weights $\tfrac12,1,\tfrac12$, which normalise to $\tfrac14,\tfrac12,\tfrac14$. The propensities of the reactions leaving them are $2\cdot1=2$, $1\cdot1=1$ and $2\cdot1=2$. The probability flows are therefore
$$\tfrac14\cdot2=\tfrac12,\qquad \tfrac12\cdot1=\tfrac12,\qquad \tfrac14\cdot2=\tfrac12,$$
and each state gains as much probability as it loses.
